# For free non-relativistic fermions in d dimensions, pressure is 2/d of the energy density at every positive temperature

## A heated gas of free electrons

Heat a gas of non-interacting electrons at fixed chemical potential, and both its pressure and its energy density change. Each is an integral over all levels, one with a logarithm in it and the other with the Fermi-Dirac occupation, and in general neither is an elementary function of temperature. Does their ratio change too?

Let $e$ be the energy of a level, $T>0$ the temperature in energy units, and $\mu$ the chemical potential. A level is empty or singly occupied, so its partition sum is $1+\exp((\mu-e)/T)$. Minus its grand potential, and its mean occupation, are

$$\ell(e)=T\ln\!\left(1+\exp\frac{\mu-e}{T}\right),\qquad f(e)=\frac{1}{\exp((e-\mu)/T)+1}.$$

Free particles with kinetic energy quadratic in momentum have a density of states per volume $g(e)=C\,e^{s-1}$ with $s=d/2$ in $d$ dimensions. The constant $C$ collects mass, spin degeneracy and $\hbar$. The pressure $P$ is minus the grand potential per volume, and $u$ is the energy density:

$$P=\int_0^\infty g(e)\,\ell(e)\,de,\qquad u=\int_0^\infty g(e)\,e\,f(e)\,de.$$

## The ratio does not depend on temperature

For every natural $d\ge1$, $T>0$ and real $\mu$, both integrals converge and $P=\frac{2}{d}u$. More generally, $P=u/s$ for any real $s>0$.

For the uniform electron gas this describes only the non-interacting reference system, where it gives a check on separately computed pressure and energy integrals.

## Derivation by one integration by parts

Write $x=\exp((\mu-e)/T)$. Then $f=1/(x^{-1}+1)=x/(1+x)$, and $dx/de=-x/T$ gives

$$\ell'(e)=T\,\frac{-x/T}{1+x}=-f(e).$$

Since $x>0$, the formula $f=x/(1+x)$ gives $0\le f\le x$, and $0\le\ln(1+x)\le x$ gives $0\le\ell\le Tx$, where $x=\exp(\mu/T)\exp(-e/T)$. The integrands of $P$ and $u$ are therefore bounded in absolute value by constants times $e^{s-1}\exp(-e/T)$ and $e^{s}\exp(-e/T)$. Both bounds are integrable, because $s-1>-1$ controls the behaviour at $e=0$ and the exponential controls large $e$.

Now take $G(e)=\frac{C}{s}e^s\ell(e)$. It vanishes at $e=0$ because $s>0$, and at infinity by the exponential bound. For $e>0$,

$$G'(e)=C e^{s-1}\ell(e)-\frac{C}{s}e^s f(e)=g(e)\,\ell(e)-\frac1s\,g(e)\,e\,f(e).$$

Integrating gives $0=P-u/s$, and $s=d/2$ turns $1/s$ into $2/d$.

## The statement in Lean

The functions $f$, $\ell$ and $g$ are `occupation`, `levelPressure` and `dos`; $P$ and $u$ are `pressure` and `energyDensity`. The set `Ioi 0` is the range $e>0$. In `pressure_eq_two_div_dim`, `d` is a natural number, but `d / 2` is real division, so three dimensions give $3/2$. The constant `C` may be any real number.

The two `IntegrableOn` claims state convergence. They matter because Lean assigns the value zero to a divergent integral.

The power-law density of states and the identification of pressure with minus the grand potential per volume enter as definitions; they are not derived from particles in a finite box. Interactions and the case $T=0$ are not covered.

```lean
import Mathlib

open MeasureTheory Set Filter Topology

namespace IdealFermiGasPressure

noncomputable section

/-- Fermi-Dirac occupation of a level of energy `e` at temperature `T > 0` (in energy units)
and chemical potential `μ`. -/
def occupation (T μ e : ℝ) : ℝ := 1 / (Real.exp ((e - μ) / T) + 1)

/-- Minus the grand potential of a single level of energy `e`, for `T > 0`. -/
def levelPressure (T μ e : ℝ) : ℝ := T * Real.log (1 + Real.exp ((μ - e) / T))

/-- Power-law density of states per volume, `C e^(s-1)`, for energies `e > 0`. Free non-relativistic
particles in `d` dimensions have `s = d/2`. -/
def dos (C s e : ℝ) : ℝ := C * e ^ (s - 1)

/-- Pressure of the gas: minus the grand potential per volume, for `T > 0`. -/
def pressure (C s T μ : ℝ) : ℝ := ∫ e in Ioi (0 : ℝ), dos C s e * levelPressure T μ e

/-- Energy per volume of the gas, for `T > 0`. -/
def energyDensity (C s T μ : ℝ) : ℝ :=
  ∫ e in Ioi (0 : ℝ), dos C s e * (e * occupation T μ e)

/-- The occupation written with the Boltzmann factor `x = exp((μ-e)/T)`: it is `x/(1+x)`. -/
theorem occupation_eq (T μ e : ℝ) :
    occupation T μ e = Real.exp ((μ - e) / T) / (1 + Real.exp ((μ - e) / T)) := by
  have hx : Real.exp ((e - μ) / T) = (Real.exp ((μ - e) / T))⁻¹ := by
    rw [← Real.exp_neg]
    congr 1
    ring
  have hp := Real.exp_pos ((μ - e) / T)
  rw [occupation, hx, div_eq_div_iff (by positivity) (by positivity)]
  linear_combination (-1 : ℝ) * mul_inv_cancel₀ hp.ne'

/-- At `T > 0`, raising the energy of a level lowers its contribution to the pressure at a rate
equal to its occupation. -/
theorem hasDerivAt_levelPressure {T : ℝ} (hT : 0 < T) (μ e : ℝ) :
    HasDerivAt (levelPressure T μ) (-occupation T μ e) e := by
  have h1 : HasDerivAt (fun y : ℝ => (μ - y) / T) (-1 / T) e :=
    ((hasDerivAt_id' e).const_sub μ).div_const T
  have h2 := ((h1.exp.const_add 1).log (by positivity)).const_mul T
  refine HasDerivAt.congr_deriv h2 ?_
  rw [occupation_eq]
  generalize Real.exp ((μ - e) / T) = x
  have h3 : T * (x * (-1 / T) / (1 + x)) = (T * T⁻¹) * (-(x / (1 + x))) := by ring
  rw [h3, mul_inv_cancel₀ hT.ne', one_mul]

/-- At `T > 0` the occupation and the pressure contribution of a level are nonnegative and do
not exceed their classical Boltzmann values. -/
theorem boltzmann_bounds {T : ℝ} (hT : 0 < T) (μ e : ℝ) :
    (0 ≤ occupation T μ e ∧
      occupation T μ e ≤ Real.exp (μ / T) * Real.exp (-(1 / T) * e)) ∧
    (0 ≤ levelPressure T μ e ∧
      levelPressure T μ e ≤ T * Real.exp (μ / T) * Real.exp (-(1 / T) * e)) := by
  have hsplit : Real.exp (μ / T) * Real.exp (-(1 / T) * e) = Real.exp ((μ - e) / T) := by
    rw [← Real.exp_add]
    congr 1
    ring
  have hx := Real.exp_pos ((μ - e) / T)
  rw [mul_assoc, hsplit, occupation_eq, levelPressure]
  generalize Real.exp ((μ - e) / T) = x at hx ⊢
  have hlog := Real.log_le_sub_one_of_pos (by positivity : 0 < 1 + x)
  exact ⟨⟨by positivity, div_le_self hx.le (by linarith)⟩,
    mul_nonneg hT.le (Real.log_nonneg (by linarith)),
    mul_le_mul_of_nonneg_left (by linarith) hT.le⟩

/-- For `T > 0`, a continuous function bounded by a multiple of `exp(-e/T)` is integrable over
`e > 0` against any power `e^r` with `r > -1`. -/
theorem integrableOn_of_boltzmann {T r K : ℝ} (hT : 0 < T) (hr : -1 < r) {h : ℝ → ℝ}
    (hc : Continuous h) (hb : ∀ e, |h e| ≤ K * Real.exp (-(1 / T) * e)) :
    IntegrableOn (fun e => e ^ r * h e) (Ioi 0) := by
  have hg : IntegrableOn (fun e : ℝ => e ^ r * Real.exp (-(1 / T) * e)) (Ioi 0) := by
    have h1 := integrableOn_rpow_mul_exp_neg_mul_rpow (p := 1) (s := r) (b := 1 / T)
      hr (by norm_num) (by positivity)
    simpa only [Real.rpow_one] using h1
  refine Integrable.mono' (hg.const_mul K)
    ((measurable_id.pow_const r).mul hc.measurable).aestronglyMeasurable
    (ae_restrict_of_forall_mem measurableSet_Ioi fun e he => ?_)
  have he0 : 0 ≤ e ^ r := Real.rpow_nonneg (le_of_lt he) r
  rw [norm_mul, Real.norm_of_nonneg he0, Real.norm_eq_abs]
  calc e ^ r * |h e| ≤ e ^ r * (K * Real.exp (-(1 / T) * e)) :=
        mul_le_mul_of_nonneg_left (hb e) he0
    _ = K * (e ^ r * Real.exp (-(1 / T) * e)) := by ring

/-- For `s > 0` and `T > 0` the integrals for pressure and energy density converge. -/
theorem integrable_densities {s T : ℝ} (hs : 0 < s) (hT : 0 < T) (C μ : ℝ) :
    IntegrableOn (fun e => dos C s e * levelPressure T μ e) (Ioi 0) ∧
    IntegrableOn (fun e => dos C s e * (e * occupation T μ e)) (Ioi 0) := by
  have cL : Continuous (levelPressure T μ) :=
    continuous_iff_continuousAt.2 fun e => (hasDerivAt_levelPressure hT μ e).continuousAt
  have cf : Continuous (occupation T μ) := by
    unfold occupation
    exact Continuous.div continuous_const (by fun_prop) (fun e => by positivity)
  constructor
  · refine IntegrableOn.congr_fun ((integrableOn_of_boltzmann (r := s - 1)
      (K := T * Real.exp (μ / T)) hT (by linarith) cL (fun e => ?_)).const_mul C)
      (fun e _ => ?_) measurableSet_Ioi
    · rw [abs_of_nonneg (boltzmann_bounds hT μ e).2.1]
      exact (boltzmann_bounds hT μ e).2.2
    · simp only [dos]
      ring
  · refine IntegrableOn.congr_fun ((integrableOn_of_boltzmann (r := s)
      (K := Real.exp (μ / T)) hT (by linarith) cf (fun e => ?_)).const_mul C)
      (fun e he => ?_) measurableSet_Ioi
    · rw [abs_of_nonneg (boltzmann_bounds hT μ e).1.1]
      exact (boltzmann_bounds hT μ e).1.2
    · have hr : e ^ s = e ^ (s - 1) * e := by
        rw [Real.rpow_sub_one (ne_of_gt he), div_mul_cancel₀ _ (ne_of_gt he)]
      simp only [dos]
      rw [hr]
      ring

/-- For a density of states `C e^(s-1)` with `s > 0`, the pressure at any `T > 0` is the energy
density divided by `s`. -/
theorem pressure_eq_energyDensity_div {s T : ℝ} (hs : 0 < s) (hT : 0 < T) (C μ : ℝ) :
    pressure C s T μ = 1 / s * energyDensity C s T μ := by
  obtain ⟨hP, hU⟩ := integrable_densities hs hT C μ
  have hc : Continuous fun e : ℝ => e ^ s := Real.continuous_rpow_const (by positivity)
  -- the boundary term vanishes at infinity
  have hlim : Tendsto (fun e : ℝ => e ^ s * levelPressure T μ e) atTop (𝓝 0) := by
    have h1 := (tendsto_rpow_mul_exp_neg_mul_atTop_nhds_zero s (1 / T)
      (by positivity)).const_mul (T * Real.exp (μ / T))
    rw [mul_zero] at h1
    refine squeeze_zero' ?_ ?_ h1
    · filter_upwards [eventually_ge_atTop (0 : ℝ)] with e he
      exact mul_nonneg (Real.rpow_nonneg he s) (boltzmann_bounds hT μ e).2.1
    · filter_upwards [eventually_ge_atTop (0 : ℝ)] with e he
      have h2 := mul_le_mul_of_nonneg_left (boltzmann_bounds hT μ e).2.2
        (Real.rpow_nonneg he s)
      linarith
  have hlim' := hlim.const_mul (C / s)
  rw [mul_zero] at hlim'
  -- integrate the derivative of `(C/s) e^s levelPressure`
  have key := integral_Ioi_of_hasDerivAt_of_tendsto (a := (0 : ℝ))
    (f := fun e => C / s * (e ^ s * levelPressure T μ e))
    (f' := fun e => dos C s e * levelPressure T μ e
      - 1 / s * (dos C s e * (e * occupation T μ e)))
    ((continuousAt_const.mul (hc.continuousAt.mul
      (hasDerivAt_levelPressure hT μ 0).continuousAt)).continuousWithinAt)
    (fun e he => by
      have he' : e ≠ 0 := ne_of_gt he
      have hr : e ^ s = e ^ (s - 1) * e := by
        rw [Real.rpow_sub_one he', div_mul_cancel₀ _ he']
      refine HasDerivAt.congr_deriv (((Real.hasDerivAt_rpow_const (p := s)
        (Or.inl he')).fun_mul (hasDerivAt_levelPressure hT μ e)).const_mul (C / s)) ?_
      simp only [dos]
      rw [hr]
      linear_combination (C * e ^ (s - 1) * levelPressure T μ e) * inv_mul_cancel₀ hs.ne')
    (hP.sub (hU.const_mul (1 / s))) hlim'
  rw [integral_sub hP (hU.const_mul (1 / s)), integral_const_mul,
    Real.zero_rpow hs.ne'] at key
  unfold pressure energyDensity
  linarith

/-- Free non-relativistic fermions in `d ≥ 1` dimensions: at every temperature `T > 0` and chemical
potential the pressure and energy integrals converge, and the pressure is `2/d` of the energy
density. -/
theorem pressure_eq_two_div_dim {d : ℕ} (hd : 1 ≤ d) {T : ℝ} (hT : 0 < T) (C μ : ℝ) :
    IntegrableOn (fun e => dos C (d / 2) e * levelPressure T μ e) (Ioi 0) ∧
    IntegrableOn (fun e => dos C (d / 2) e * (e * occupation T μ e)) (Ioi 0) ∧
    pressure C (d / 2) T μ = 2 / d * energyDensity C (d / 2) T μ := by
  have hd' : (0 : ℝ) < d := by exact_mod_cast hd
  have hs : (0 : ℝ) < d / 2 := by positivity
  obtain ⟨hP, hU⟩ := integrable_densities hs hT C μ
  refine ⟨hP, hU, ?_⟩
  rw [pressure_eq_energyDensity_div hs hT, one_div_div]

end

end IdealFermiGasPressure
```

```lean
#print axioms IdealFermiGasPressure.pressure_eq_two_div_dim
```

```
'IdealFermiGasPressure.pressure_eq_two_div_dim' depends on axioms: [propext, Classical.choice, Quot.sound]
```

## From the level to the integrals

`occupation_eq` rewrites the occupation as $x/(1+x)$, and `hasDerivAt_levelPressure` uses this to obtain $\ell'=-f$ by the chain rule. `boltzmann_bounds` proves the exponential bounds: the one on $f$ because dividing $x$ by $1+x\ge1$ cannot increase it, and the one on $\ell$ from the inequality $\ln y\le y-1$ at $y=1+x$.

`integrableOn_of_boltzmann` compares $e^r h(e)$ with a multiple of $e^r\exp(-e/T)$ for $r>-1$. `integrable_densities` applies it with $r=s-1$ for the pressure and $r=s$ for the energy.

The integration by parts is in `pressure_eq_energyDensity_div`. There `squeeze_zero'` gives the limit at infinity, and `integral_Ioi_of_hasDerivAt_of_tendsto` integrates $G'$. That theorem needs $G$ to be differentiable only for $e>0$ and continuous from the right at zero. This accommodates $d=1$, where $e^{1/2}$ has infinite slope at the origin. The final `linarith` solves $0=P-u/s$ for $P$.

`pressure_eq_two_div_dim` then sets $s=d/2$, which is positive because $d\ge1$.
